# The square of a Wick sum with alternating contractions is a determinant

A simulation of non-interacting fermions may need the magnitude of a correlator of many distinct Majorana operators in a Gaussian state. The operators are taken at equal time from one fixed set of Majorana operators, any two different members of which anticommute. Wick's theorem gives the correlator as a signed sum over pairings, whose number grows factorially. A determinant costs only cubic time.

For distinct operators $x$ and $y$, let the contraction $c(x,y)$ be the expectation value of the product $xy$ in that state. Then $c(x,y)=-c(y,x)$ because distinct operators anticommute, and $c(x,x)=0$ is set by convention. A function $c$ with these two properties is called alternating, and so is its matrix. For a string $v$, let $M_{ij}=c(v_i,v_j)$, counting from 0. The Wick sum $W$ is 1 on the empty string and 0 on a single operator. For length $n+2$,

$$W(v)=\sum_{j=0}^{n}(-1)^j c(v_0,v_{j+1})\,W(v^{(j)}),$$

where $v^{(j)}$ is $v$ without positions $0$ and $j+1$. Then

$$W(v)^2=\det M .$$

A code that computes $|W|$ as $\sqrt{|\det M|}$ relies on this identity.

## A null vector and Cramer's rule

Lengths 0 and 1 give $1=1$ and $0=c(v_0,v_0)$. For length $n+2$, assume the identity for length $n$.

**Exchange.** For a function $F$ of strings, let $C_xF(u)=\sum_j(-1)^jc(x,u_j)F(u\text{ without }j)$. In $C_xC_yF$, removing the same two operators in the opposite order flips the sign. Hence $C_xC_y=-C_yC_x$ and $C_x^2=0$. Since

$$W(x,y,u)=c(x,y)W(u)-C_xC_yW(u),$$

$W$ changes sign when $x$ and $y$ are exchanged, and vanishes if $x=y$. Contraction preserves antisymmetry, so by induction the sign rule holds for all neighbours. Moving a repeated operator forward shows that $W$ vanishes on any string whose first operator recurs.

**Null vector.** Put $p_j=(-1)^jW(v^{(j)})$. Then $\sum_jM_{i,j+1}p_j$ is $W(v)$ for $i=0$. For $i>0$ it is the Wick sum of $v_i$ followed by $v_1,\dots,v_{n+1}$, which repeats $v_i$ and vanishes. So $M(0,p)^T=W e_0$, with $W=W(v)$ and $e_0$ the first unit vector.

**Cramer twice.** Let $N$ be $M$ without row 0 and column $j+1$, and $D_j$ the determinant of $M$ without rows and columns $0,j+1$. Cramer's rule gives $p_j\det M=(-1)^{j+1}W\det N$. Antisymmetry gives $N^Tp=-We_0$, so $p_j\det N=(-1)^{j+1}WD_j$. Therefore

$$p_j^2\det M=W^2D_j=W^2p_j^2,$$

using the induction hypothesis $D_j=p_j^2$.

**Cancellation.** If $W\ne0$, some $p_j\ne0$ and cancels. Suppose $W=0$ but $\det M\ne0$. Then every $p_j=0$, so every $D_j=0$. The first adjugate column $a$ satisfies $Ma=(\det M)e_0$. Since $M$ is alternating, $0=a^TMa=a_0\det M$, so $a_0=0$. The Cramer argument with $(0,p)$ replaced by $a$ and $W$ by $\det M$ gives $a_{j+1}^2\det M=(\det M)^2D_j=0$. Thus $a=0$, a contradiction.

## The identity in Lean

```lean
import Mathlib

open Matrix

namespace WickDeterminant

variable {ι K : Type*} [CommRing K]

/-- Signed sum over the contractions `f` of an external operator with each member of the string
`v`; the remaining string is evaluated by `F`. -/
def contract {n : ℕ} (f : ι → K) (v : Fin (n + 1) → ι) (F : (Fin n → ι) → K) : K :=
  ∑ j : Fin (n + 1), (-1) ^ (j : ℕ) * f (v j) * F (fun i => v (j.succAbove i))

/-- The Wick sum of an operator string: the first operator is contracted with each later one. -/
def wick (c : ι → ι → K) : (n : ℕ) → (Fin n → ι) → K
  | 0 => fun _ => 1
  | 1 => fun _ => 0
  | n + 2 => fun v => contract (c (v 0)) (fun i => v i.succ) (wick c n)

/-- The matrix of all pair contractions of an operator string. -/
def contractionMatrix (c : ι → ι → K) {n : ℕ} (v : Fin n → ι) : Matrix (Fin n) (Fin n) K :=
  Matrix.of fun i j => c (v i) (v j)

/-- A function of operator strings changes sign when two neighbouring operators are exchanged. -/
def Exchange : (n : ℕ) → ((Fin n → ι) → K) → Prop
  | 0, _ => True
  | 1, _ => True
  | n + 2, F => (∀ x y u, F (vecCons x (vecCons y u)) = -F (vecCons y (vecCons x u))) ∧
      ∀ x, Exchange (n + 1) (fun u => F (vecCons x u))

/-- An external operator is contracted with the first member of a string, or passes it with a
minus sign. -/
theorem contract_cons {n : ℕ} (f : ι → K) (a : ι) (u : Fin (n + 1) → ι)
    (F : (Fin (n + 1) → ι) → K) :
    contract f (vecCons a u) F = f a * F u - contract f u (fun w => F (vecCons a w)) := by
  have h : ∀ j : Fin (n + 1), (fun i => vecCons a u (j.succ.succAbove i)) =
      vecCons a (fun i => u (j.succAbove i)) := by
    intro j
    funext i
    refine Fin.cases ?_ (fun i => ?_) i <;> simp
  unfold contract
  rw [Fin.sum_univ_succ, sub_eq_add_neg, ← Finset.sum_neg_distrib]
  congr 1
  · simp
  · refine Finset.sum_congr rfl fun j _ => ?_
    rw [h, Matrix.cons_val_succ, Fin.val_succ, pow_succ]
    ring

/-- Contraction is linear in the function that evaluates the remaining string. -/
theorem contract_lin {n : ℕ} (f : ι → K) (v : Fin (n + 1) → ι) (a : K) (F G : (Fin n → ι) → K) :
    contract f v (fun w => a * F w - G w) = a * contract f v F - contract f v G := by
  unfold contract
  rw [Finset.mul_sum, ← Finset.sum_sub_distrib]
  exact Finset.sum_congr rfl fun j _ => by ring

/-- Contractions with two external operators anticommute, and contracting twice with the same
one gives zero. -/
theorem contract_contract (f g : ι → K) {n : ℕ} (v : Fin (n + 2) → ι) (F : (Fin n → ι) → K) :
    contract f v (fun w => contract g w F) = -contract g v (fun w => contract f w F) ∧
      contract f v (fun w => contract f w F) = 0 := by
  induction n with
  | zero =>
    obtain ⟨k, rfl⟩ : ∃ k, F = fun _ => k :=
      ⟨F ![], funext fun w => congrArg F (Subsingleton.elim _ _)⟩
    obtain ⟨a, u, rfl⟩ : ∃ a u, v = vecCons a u := ⟨_, _, (Matrix.cons_head_tail v).symm⟩
    simp only [contract_cons]
    constructor <;> simp [contract] <;> ring
  | succ n ih =>
    obtain ⟨a, u, rfl⟩ : ∃ a u, v = vecCons a u := ⟨_, _, (Matrix.cons_head_tail v).symm⟩
    have h := ih u (fun w => F (vecCons a w))
    simp only [contract_cons, contract_lin]
    exact ⟨by linear_combination h.1, by linear_combination h.2⟩

/-- Contraction with an external operator preserves antisymmetry under exchange of neighbours. -/
theorem exchange_contract (f : ι → K) {n : ℕ} {F : (Fin n → ι) → K} (hF : Exchange n F) :
    Exchange (n + 1) (fun v => contract f v F) := by
  have lin : ∀ (m : ℕ) (a : K) (F G : (Fin m → ι) → K), Exchange m F → Exchange m G →
      Exchange m (fun w => a * F w - G w) := by
    intro m a
    induction m with
    | zero => exact fun _ _ _ _ => trivial
    | succ m ih =>
      intro F G hF hG
      cases m with
      | zero => trivial
      | succ m =>
        obtain ⟨h1, h2⟩ := hF
        obtain ⟨g1, g2⟩ := hG
        exact ⟨fun x y u => by linear_combination a * h1 x y u - g1 x y u,
          fun x => ih _ _ (h2 x) (g2 x)⟩
  induction n with
  | zero => trivial
  | succ n ih =>
    have tail : ∀ x, Exchange n (fun u => F (vecCons x u)) := by
      cases n with
      | zero => exact fun _ => trivial
      | succ n => exact hF.2
    refine ⟨fun x y u => ?_, fun x => ?_⟩
    · cases n with
      | zero =>
        have e : ∀ a (G : (Fin 0 → ι) → K), contract f (vecCons a u) G = f a * G u := by
          intro a G
          obtain ⟨k, rfl⟩ : ∃ k, G = fun _ => k :=
            ⟨G u, funext fun w => congrArg G (Subsingleton.elim _ _)⟩
          simp [contract]
        simp only [contract_cons, e]
        ring
      | succ n =>
        have e : contract f u (fun w => F (vecCons x (vecCons y w))) =
            -contract f u (fun w => F (vecCons y (vecCons x w))) := by
          simp only [contract, hF.1 x y, mul_neg, Finset.sum_neg_distrib]
        simp only [contract_cons]
        linear_combination e
    · simp only [contract_cons]
      exact lin _ _ _ _ hF (ih (tail x))

/-- For an alternating contraction function, the signed Wick sums with one operator removed form
a null vector of the contraction matrix. -/
theorem zero_mode {c : ι → ι → K} (h0 : ∀ x, c x x = 0) (hs : ∀ x y, c x y = -c y x) {n : ℕ}
    (v : Fin (n + 1) → ι) (i : Fin (n + 1)) : contract (c (v i)) v (wick c n) = 0 := by
  have hc : ∀ m x (u : Fin (m + 1) → ι),
      wick c (m + 2) (vecCons x u) = contract (c x) u (wick c m) := fun m x u => by simp [wick]
  -- the first two operators of a string
  have front : ∀ m x y (u : Fin m → ι), contract (c x) (vecCons y u) (wick c m) =
      -contract (c y) (vecCons x u) (wick c m) ∧
      contract (c x) (vecCons x u) (wick c m) = 0 := by
    intro m x y u
    match m, u with
    | 0, u => simp [contract, wick, h0, hs x y]
    | 1, u => simp [contract, wick]
    | m + 2, u =>
      have h := contract_contract (c x) (c y) u (wick c m)
      simp only [contract_cons, hc]
      exact ⟨by linear_combination wick c (m + 2) u * hs x y - h.1,
        by linear_combination wick c (m + 2) u * h0 x - h.2⟩
  have hW : ∀ m, Exchange m (wick c m) ∧ Exchange (m + 1) (wick c (m + 1)) := by
    intro m
    induction m with
    | zero => exact ⟨trivial, trivial⟩
    | succ m ih =>
      refine ⟨ih.2, fun x y u => ?_, fun x => ?_⟩
      · rw [hc, hc]
        exact (front m x y u).1
      · simp only [hc]
        exact exchange_contract (c x) ih.1
  -- move the repeated operator to the front
  have vanish : ∀ (m : ℕ) (y : ι) (H : (Fin (m + 1) → ι) → K), Exchange (m + 1) H →
      (∀ u, H (vecCons y u) = 0) → ∀ w i, w i = y → H w = 0 := by
    intro m y
    induction m with
    | zero =>
      intro H _ hy w i hi
      obtain ⟨a, u, rfl⟩ : ∃ a u, w = vecCons a u := ⟨_, _, (Matrix.cons_head_tail w).symm⟩
      obtain rfl : i = 0 := Subsingleton.elim (α := Fin 1) i 0
      obtain rfl : a = y := hi
      exact hy u
    | succ m ih =>
      intro H hH hy w i hi
      obtain ⟨a, u, rfl⟩ : ∃ a u, w = vecCons a u := ⟨_, _, (Matrix.cons_head_tail w).symm⟩
      obtain ⟨h1, h2⟩ := hH
      rcases Fin.eq_zero_or_eq_succ i with rfl | ⟨k, rfl⟩
      · obtain rfl : a = y := hi
        exact hy u
      · exact ih _ (h2 a) (fun u => by rw [h1, hy, neg_zero]) u k (by simpa using hi)
  exact vanish n (v i) _ (exchange_contract _ (hW n).1) (fun u => (front n _ (v i) u).2) v i rfl

/-- If an antisymmetric matrix maps `(0, q)` to `(t, 0, …, 0)`, its determinant is tied to the
minor without the first and one further row and column. -/
theorem cofactor_identity {n : ℕ} (M : Matrix (Fin (n + 2)) (Fin (n + 2)) K)
    (hs : ∀ i j, M i j = -M j i) (q : Fin (n + 1) → K) (t : K)
    (hq : ∀ i, ∑ k : Fin (n + 1), M i k.succ * q k = if i = 0 then t else 0) (j : Fin (n + 1)) :
    q j ^ 2 * M.det = t ^ 2 * (M.submatrix (fun i => (j.succAbove i).succ)
      (fun i => (j.succAbove i).succ)).det := by
  have cramer : ∀ (m : ℕ) (B : Matrix (Fin (m + 1)) (Fin (m + 1)) K) (z : Fin (m + 1) → K) (s : K),
      (∀ i, ∑ k, B i k * z k = if i = 0 then s else 0) →
      ∀ k, B.det * z k = B.adjugate k 0 * s := by
    intro m B z s h k
    have e : B.adjugate *ᵥ (B *ᵥ z) = B.det • z := by
      rw [Matrix.mulVec_mulVec, Matrix.adjugate_mul, Matrix.smul_mulVec, Matrix.one_mulVec]
    have hz : B *ᵥ z = fun i => if i = 0 then s else 0 := funext h
    rw [hz] at e
    simpa [Matrix.mulVec, dotProduct] using (congrFun e k).symm
  obtain ⟨N, hN⟩ : ∃ N, N = M.submatrix (Fin.succAbove 0) j.succ.succAbove := ⟨_, rfl⟩
  -- Cramer's rule for the columns of `M`, then for the rows of the remaining minor
  have h1 := cramer _ M (vecCons 0 q) t
    (fun i => by rw [Fin.sum_univ_succ]; simpa using hq i) j.succ
  have h2 := cramer _ Nᵀ q (-t) (fun i => by
    have hi : j.succ.succAbove i = 0 ↔ i = 0 := by
      refine Fin.cases ?_ (fun i => ?_) i <;> simp
    have e : ∑ k, Nᵀ i k * q k = -∑ k : Fin (n + 1), M (j.succ.succAbove i) k.succ * q k := by
      rw [← Finset.sum_neg_distrib]
      refine Finset.sum_congr rfl fun k _ => ?_
      rw [hN, Matrix.transpose_apply, Matrix.submatrix_apply, Fin.zero_succAbove, hs k.succ]
      ring
    rw [e, hq]
    simp only [hi]
    split_ifs <;> simp) j
  have h3 : Nᵀ.submatrix (Fin.succAbove 0) j.succAbove = (M.submatrix
      (fun i => (j.succAbove i).succ) (fun i => (j.succAbove i).succ))ᵀ := by
    ext a b
    simp [hN]
  rw [Matrix.cons_val_succ, Matrix.adjugate_fin_succ_eq_det_submatrix, ← hN] at h1
  rw [Matrix.det_transpose, Matrix.adjugate_fin_succ_eq_det_submatrix, h3,
    Matrix.det_transpose] at h2
  simp only [Fin.val_zero, zero_add, Fin.val_succ, pow_succ] at h1 h2
  have sq : ((-1 : K) ^ (j : ℕ)) ^ 2 = 1 := by
    rw [← pow_mul, mul_comm, pow_mul, neg_one_sq, one_pow]
  linear_combination q j * h1 - (-1) ^ (j : ℕ) * t * h2 + t ^ 2 * (M.submatrix
    (fun i => (j.succAbove i).succ) (fun i => (j.succAbove i).succ)).det * sq

/-- Over a field, for contractions with `c x x = 0` and `c x y = -c y x`, the square of the Wick
sum of any operator string is the determinant of its contraction matrix. -/
theorem wick_sq_eq_det {k : Type*} [Field k] (c : ι → ι → k) (h0 : ∀ x, c x x = 0)
    (hs : ∀ x y, c x y = -c y x) :
    ∀ (n : ℕ) (v : Fin n → ι), wick c n v ^ 2 = (contractionMatrix c v).det
  | 0, v => by simp [wick]
  | 1, v => by simp [wick, contractionMatrix, h0]
  | n + 2, v => by
    have quad : ∀ (m : ℕ) (M : Fin m → Fin m → k) (z : Fin m → k), (∀ i, M i i = 0) →
        (∀ i j, M i j = -M j i) → ∑ i, ∑ j, z i * (M i j * z j) = 0 := by
      intro m
      induction m with
      | zero => intro M z _ _; simp
      | succ m ih =>
        intro M z hd ha
        have e : ∑ i : Fin m, z i.succ * (M i.succ 0 * z 0) =
            -∑ i : Fin m, z 0 * (M 0 i.succ * z i.succ) := by
          rw [← Finset.sum_neg_distrib]
          exact Finset.sum_congr rfl fun i _ => by rw [ha i.succ 0]; ring
        have h := ih (fun i j => M i.succ j.succ) (fun i => z i.succ) (fun i => hd _)
          (fun i j => ha _ _)
        simp only [Fin.sum_univ_succ, Finset.sum_add_distrib]
        rw [e, h, hd]
        ring
    let p : Fin (n + 1) → k := fun j =>
      (-1) ^ (j : ℕ) * wick c n (fun i => v (j.succAbove i).succ)
    have hM : ∀ i j, contractionMatrix c v i j = -contractionMatrix c v j i := fun i j => hs _ _
    -- the null vector of the tail, seen by the full matrix
    have hp : ∀ i, ∑ j : Fin (n + 1), contractionMatrix c v i j.succ * p j =
        if i = 0 then wick c (n + 2) v else 0 := by
      intro i
      have e : ∑ j : Fin (n + 1), contractionMatrix c v i j.succ * p j =
          contract (c (v i)) (fun j => v j.succ) (wick c n) :=
        Finset.sum_congr rfl fun j _ => by
          simp only [p, contractionMatrix, Matrix.of_apply]
          ring
      rw [e]
      rcases Fin.eq_zero_or_eq_succ i with rfl | ⟨l, rfl⟩
      · rw [if_pos rfl]
        rfl
      · rw [if_neg (Fin.succ_ne_zero l)]
        exact zero_mode h0 hs (fun j => v j.succ) l
    have hD : ∀ j : Fin (n + 1), ((contractionMatrix c v).submatrix
        (fun i => (j.succAbove i).succ) (fun i => (j.succAbove i).succ)).det = p j ^ 2 := by
      intro j
      have sq : ((-1 : k) ^ (j : ℕ)) ^ 2 = 1 := by
        rw [← pow_mul, mul_comm, pow_mul, neg_one_sq, one_pow]
      simp only [p]
      rw [mul_pow, sq, one_mul, wick_sq_eq_det c h0 hs n]
      rfl
    have key := fun j => cofactor_identity _ hM p _ hp j
    by_cases hw : wick c (n + 2) v = 0
    · by_contra hne
      have hd : (contractionMatrix c v).det ≠ 0 := fun h => hne (by rw [hw, h]; simp)
      have hp0 : ∀ j, p j = 0 := fun j => by
        have h := key j
        rw [hw, zero_pow two_ne_zero, zero_mul] at h
        exact pow_eq_zero_iff two_ne_zero |>.mp ((mul_eq_zero.mp h).resolve_right hd)
      -- the first adjugate column would have to vanish
      have hz : ∀ i, ∑ l, contractionMatrix c v i l * (contractionMatrix c v).adjugate l 0 =
          if i = 0 then (contractionMatrix c v).det else 0 := fun i => by
        have h := congrFun (congrFun (Matrix.mul_adjugate (contractionMatrix c v)) i) 0
        simpa [Matrix.mul_apply, Matrix.one_apply] using h
      have z0 : (contractionMatrix c v).adjugate 0 0 = 0 := by
        have h := quad _ (contractionMatrix c v)
          (fun i => (contractionMatrix c v).adjugate i 0) (fun i => h0 _) hM
        simp only [← Finset.mul_sum, hz, mul_ite, mul_zero, Finset.sum_ite_eq',
          Finset.mem_univ, if_true] at h
        exact (mul_eq_zero.mp h).resolve_right hd
      have hz' : ∀ i, ∑ l : Fin (n + 1), contractionMatrix c v i l.succ *
          (contractionMatrix c v).adjugate l.succ 0 =
          if i = 0 then (contractionMatrix c v).det else 0 := fun i => by
        have h := hz i
        rw [Fin.sum_univ_succ, z0, mul_zero, zero_add] at h
        exact h
      have hall : ∀ l : Fin (n + 1), (contractionMatrix c v).adjugate l.succ 0 = 0 := fun l => by
        have h := cofactor_identity _ hM
          (fun l => (contractionMatrix c v).adjugate l.succ 0) _ hz' l
        rw [hD, hp0, zero_pow two_ne_zero, mul_zero] at h
        exact pow_eq_zero_iff two_ne_zero |>.mp ((mul_eq_zero.mp h).resolve_right hd)
      have h := hz' 0
      simp only [hall, mul_zero, Finset.sum_const_zero, if_true] at h
      exact hd h.symm
    · obtain ⟨j, hj⟩ : ∃ j, p j ≠ 0 := by
        by_contra h
        have h' : ∀ j, p j = 0 := fun j => by_contra fun hj => h ⟨j, hj⟩
        have e := hp 0
        simp only [h', mul_zero, Finset.sum_const_zero, if_true] at e
        exact hw e.symm
      have h := key j
      rw [hD] at h
      exact (mul_left_cancel₀ (pow_ne_zero 2 hj) (by rw [h, mul_comm])).symm

/-- For complex contractions with `c x x = 0` and `c x y = -c y x`, the magnitude of the Wick sum
is the square root of the magnitude of the determinant. -/
theorem norm_wick (c : ι → ι → ℂ) (h0 : ∀ x, c x x = 0) (hs : ∀ x y, c x y = -c y x)
    (n : ℕ) (v : Fin n → ι) : ‖wick c n v‖ = √‖(contractionMatrix c v).det‖ := by
  rw [← wick_sq_eq_det c h0 hs, norm_pow, Real.sqrt_sq (norm_nonneg _)]

/-- The contraction `(y - x) ^ 3` on rational labels meets both hypotheses, and its four-point
Wick sum at `0, 1, 2, 3` is `-36`. -/
theorem contraction_witness :
    (∀ x : ℚ, (x - x) ^ 3 = 0) ∧ (∀ x y : ℚ, (y - x) ^ 3 = -(x - y) ^ 3) ∧
      wick (fun x y : ℚ => (y - x) ^ 3) 4 ![0, 1, 2, 3] = -36 := by
  refine ⟨fun x => by ring, fun x y => by ring, ?_⟩
  have hc : ∀ (c : ℚ → ℚ → ℚ) m x (u : Fin (m + 1) → ℚ),
      wick c (m + 2) (vecCons x u) = contract (c x) u (wick c m) := fun c m x u => by simp [wick]
  have h1 : ∀ (f : ℚ → ℚ) a (G : (Fin 0 → ℚ) → ℚ), contract f ![a] G = f a * G ![] := by
    intro f a G
    obtain ⟨k, rfl⟩ : ∃ k, G = fun _ => k :=
      ⟨G ![], funext fun w => congrArg G (Subsingleton.elim _ _)⟩
    simp [contract]
  have h2 : ∀ (c : ℚ → ℚ → ℚ) a b, wick c 2 ![a, b] = c a b := by
    intro c a b
    refine (hc c 0 a ![b]).trans ?_
    rw [h1]
    simp [wick]
  -- the three pairings of a four-point function
  have h4 : ∀ (c : ℚ → ℚ → ℚ) a b d e, wick c 4 ![a, b, d, e] =
      c a b * c d e - c a d * c b e + c a e * c b d := by
    intro c a b d e
    refine (hc c 2 a ![b, d, e]).trans ?_
    rw [contract_cons, contract_cons, h1]
    simp only [h2]
    ring
  rw [h4]
  norm_num

end WickDeterminant
```

```lean
#print axioms WickDeterminant.norm_wick
```

```
'WickDeterminant.norm_wick' depends on axioms: [propext, Classical.choice, Quot.sound]
```

## Scope of the theorems and the missing sign

`wick_sq_eq_det` says that for any field, any label type `ι` and any string `v : Fin n → ι`, the two hypotheses `h0` and `hs` imply the identity. Odd lengths and characteristic two are included. `norm_wick` is the complex square-root form.

In the proof, `contract` is $C_x$ with a general coefficient function `f`, and `contract_contract` gives its anticommutation. `exchange_contract` carries the sign rule through a contraction, and `zero_mode` yields the null vector. `cofactor_identity` applies Cramer's rule twice; the main theorem then splits on whether $W=0$, with `quad` supplying $a^TMa=0$.

The determinant fixes $W$ only up to sign, and taking its magnitude discards the phase as well. In `contraction_witness` the four-point sum is $-36$, while the square root returns 36. This is an algebraic example, not a physical state: its contractions are real, whereas those of distinct Majorana operators are imaginary.

That a physical correlator equals `wick` is Wick's theorem for the Gaussian state, an input here. If a label repeats, `wick` gives zero, which need not be the correlator, since the square of a Majorana operator is not zero. Reducing repeated operators first avoids this. Rounding in a floating-point determinant needs separate analysis.
